# Shinnar–Le Roux recursion: unit norm on the circle and at most one hard-pulse train of given length for each final pair of polynomials

Hard pulse number j is an instantaneous rotation of a spin 1/2 about an axis in the transverse plane, described by a real number C_j and a complex number S_j with

C_j > 0 and C_j² + |S_j|² = 1.

For a flip angle φ_j these are C_j = cos(φ_j/2) and |S_j| = sin(φ_j/2), and the phase of S_j carries the phase of the radio-frequency field. The condition C_j > 0 restricts the flip angle to 0 ≤ φ_j < π.

Before each pulse the spin precesses freely for a time Δt at offset ω. With the sign convention used here, this multiplies the second spinor component by w = exp(−iωΔt) relative to the first. The common phase exp(iωΔt/2) is left out at every step, so a code that needs the absolute spinor phase must restore it. Physical offsets lie on the unit circle |w| = 1, but w is also treated as a polynomial variable.

Starting from spin up, A_0 = 1 and B_0 = 0, the recursion is

A_j = C_j A_(j−1) − conj(S_j) w B_(j−1)

B_j = S_j A_(j−1) + C_j w B_(j−1).

## Degree, norm and last-pulse ratio

For n ≥ 1 pulses, A_n and B_n are polynomials in w of degree below n, and

|A_n(w)|² + |B_n(w)|² = 1 whenever |w| = 1

S_n / C_n = B_n(0) / A_n(0), with A_n(0) real and positive.

In addition, two trains with the same number of pulses and the same final polynomials A_n and B_n are identical pulse by pulse. Equal values at a single offset are not enough.

## Use in forward and inverse transforms

For a single spin 1/2 without relaxation, driven by equally spaced hard pulses, a forward simulation can store the response at all offsets as two arrays of n coefficients. The norm identity then gives a check at any offset. An inverse transform uses the ratio r = B_n(0)/A_n(0) to recover the last pulse:

C_n = 1/√(1 + |r|²), S_n = r C_n.

It then undoes that pulse, divides the second component by w to remove the delay, and repeats. The final pair alone does not fix the number of pulses: putting pulses with C = 1, S = 0 at the start of a train leaves the final pair unchanged.

## Derivation

**Degree.** After one step, A_1 = C_1 and B_1 = S_1 are constants. If A_n and B_n have degree at most n − 1, then w B_n has degree at most n, and so do A_(n+1) and B_(n+1).

**Norm.** Fix |w| = 1 and write a = A_(j−1)(w), b = w B_(j−1)(w), C = C_j, S = S_j. Then

|C a − conj(S) b|² = C²|a|² + |S|²|b|² − 2C Re(S a conj(b))

|S a + C b|² = |S|²|a|² + C²|b|² + 2C Re(S a conj(b)).

The cross terms cancel in the sum, which leaves (C² + |S|²)(|a|² + |b|²) = |a|² + |b|². Since |w| = 1, |b| = |B_(j−1)(w)|. The norm is therefore unchanged by each step, and it starts at 1.

**Ratio.** At w = 0 the recursion reduces to

A_j(0) = C_j A_(j−1)(0), B_j(0) = S_j A_(j−1)(0).

Hence A_n(0) = C_1 ⋯ C_n > 0, and dividing the two equations at j = n gives the ratio.

**Undoing a pulse.** Substituting the recursion and using C_j² + |S_j|² = 1 gives

C_j A_j + conj(S_j) B_j = A_(j−1)

C_j B_j − S_j A_j = w B_(j−1).

**Uniqueness.** Suppose two trains of n ≥ 1 pulses end in the same pair, and let C, S and C′, S′ be their last pulses. The ratio gives S C′ = S′ C, so |S|² C′² = |S′|² C². Inserting |S|² = 1 − C² and |S′|² = 1 − C′² yields C² = C′². Both are positive, so C = C′ and then S = S′. Undoing this common pulse and cancelling the factor w gives equal pairs after n − 1 pulses, and induction finishes the argument.

## Two pulses worked through

Take C_1 = 4/5, S_1 = 3/5, C_2 = 3/5 and S_2 = 4i/5. Then A_1 = 4/5, B_1 = 3/5, and

A_2 = (12 + 12i w)/25, B_2 = (16i + 9w)/25.

At w = 1 the squared moduli are 288/625 and 337/625, which add to 1. At w = i, A_2 = 0 and B_2 = i, so the spin is inverted at that offset.

For the inverse, r = 16i/12 = 4i/3, which gives C_2 = 3/5 and S_2 = 4i/5. Undoing the pulse gives

C_2 A_2 + conj(S_2) B_2 = 4/5

C_2 B_2 − S_2 A_2 = (3/5) w,

which are A_1 and w B_1.

## The Lean file

```lean
import Mathlib

open Polynomial ComplexConjugate

namespace ShinnarLeRoux

noncomputable section

/-- Parameters of a hard pulse: a real `c > 0` and a complex `s` with `c² + |s|² = 1`. -/
def IsPulse (c : ℝ) (s : ℂ) : Prop := 0 < c ∧ c ^ 2 + ‖s‖ ^ 2 = 1

/-- The parameters numbered `1` to `n` all describe hard pulses. -/
def IsPulseTrain (n : ℕ) (c : ℕ → ℝ) (s : ℕ → ℂ) : Prop :=
  ∀ i, 1 ≤ i → i ≤ n → IsPulse (c i) (s i)

/-- One step of the recursion: the second spinor component is multiplied by the delay
variable `w`, then the pulse mixes the two components. -/
def hardPulse (c : ℝ) (s : ℂ) (P : ℂ[X] × ℂ[X]) : ℂ[X] × ℂ[X] :=
  (C (c : ℂ) * P.1 - C (conj s) * (X * P.2), C s * P.1 + C (c : ℂ) * (X * P.2))

/-- The pair `(A_j, B_j)` of the Shinnar-Le Roux recursion, started from `(1, 0)`. -/
def slr (c : ℕ → ℝ) (s : ℕ → ℂ) : ℕ → ℂ[X] × ℂ[X]
  | 0 => (1, 0)
  | j + 1 => hardPulse (c (j + 1)) (s (j + 1)) (slr c s j)

/-- The normalisation of a hard pulse, written with complex numbers. -/
theorem pulse_unit {c : ℝ} {s : ℂ} (h : IsPulse c s) :
    (c : ℂ) * c + s * conj s = 1 := by
  have h2 : c * c + ‖s‖ ^ 2 = 1 := by linear_combination h.2
  rw [Complex.mul_conj, Complex.normSq_eq_norm_sq]
  exact_mod_cast h2

/-- The inverse rotation recovers the spinor before a hard pulse, with its second component
still multiplied by the delay variable. -/
theorem hardPulse_undo {c : ℝ} {s : ℂ} (h : IsPulse c s) (P : ℂ[X] × ℂ[X]) :
    C (c : ℂ) * (hardPulse c s P).1 + C (conj s) * (hardPulse c s P).2 = P.1 ∧
    C (c : ℂ) * (hardPulse c s P).2 - C s * (hardPulse c s P).1 = X * P.2 := by
  have hC : C (c : ℂ) * C (c : ℂ) + C s * C (conj s) = 1 := by
    rw [← C_mul, ← C_mul, ← C_add, pulse_unit h, C_1]
  simp only [hardPulse]
  constructor
  · linear_combination P.1 * hC
  · linear_combination X * P.2 * hC

/-- On the unit circle, a precession delay followed by a hard pulse preserves the norm of
the spinor. -/
theorem hardPulse_norm {c : ℝ} {s : ℂ} (h : IsPulse c s) (P : ℂ[X] × ℂ[X])
    {w : ℂ} (hw : ‖w‖ = 1) :
    ‖(hardPulse c s P).1.eval w‖ ^ 2 + ‖(hardPulse c s P).2.eval w‖ ^ 2 =
      ‖P.1.eval w‖ ^ 2 + ‖P.2.eval w‖ ^ 2 := by
  have key : ∀ a b : ℂ, ‖(c : ℂ) * a - conj s * b‖ ^ 2 + ‖s * a + (c : ℂ) * b‖ ^ 2 =
      (c ^ 2 + ‖s‖ ^ 2) * (‖a‖ ^ 2 + ‖b‖ ^ 2) := by
    intro a b
    simp only [Complex.sq_norm, Complex.normSq_apply, Complex.sub_re, Complex.sub_im,
      Complex.add_re, Complex.add_im, Complex.mul_re, Complex.mul_im, Complex.conj_re,
      Complex.conj_im, Complex.ofReal_re, Complex.ofReal_im]
    ring
  have hk := key (P.1.eval w) (w * P.2.eval w)
  rw [h.2, one_mul, norm_mul, hw, one_mul] at hk
  simpa only [hardPulse, eval_sub, eval_add, eval_mul, eval_C, eval_X] using hk

/-- After `n ≥ 1` steps both polynomials have degree below `n`. -/
theorem slr_degree {n : ℕ} (hn : 1 ≤ n) (c : ℕ → ℝ) (s : ℕ → ℂ) :
    (slr c s n).1.natDegree < n ∧ (slr c s n).2.natDegree < n := by
  induction n, hn using Nat.le_induction with
  | base => exact ⟨by simp [slr, hardPulse], by simp [slr, hardPulse]⟩
  | succ n hn ih =>
    obtain ⟨hA, hB⟩ := ih
    -- the delay raises the degree by at most one
    have z : ∀ k, n ≤ k → (slr c s n).1.coeff (k + 1) = 0 ∧ (slr c s n).2.coeff k = 0 :=
      fun k hk => ⟨coeff_eq_zero_of_natDegree_lt (by omega),
        coeff_eq_zero_of_natDegree_lt (by omega)⟩
    refine ⟨Nat.lt_succ_of_le (natDegree_le_iff_coeff_eq_zero.2 fun m hm => ?_),
      Nat.lt_succ_of_le (natDegree_le_iff_coeff_eq_zero.2 fun m hm => ?_)⟩
    all_goals
      obtain ⟨k, rfl⟩ : ∃ k, m = k + 1 := ⟨m - 1, by omega⟩
      simp [slr, hardPulse, coeff_X_mul, z k (by omega)]

/-- For a train of hard pulses, `|A_n|² + |B_n|² = 1` on the unit circle. -/
theorem slr_norm {n : ℕ} {c : ℕ → ℝ} {s : ℕ → ℂ} (h : IsPulseTrain n c s)
    {w : ℂ} (hw : ‖w‖ = 1) :
    ‖(slr c s n).1.eval w‖ ^ 2 + ‖(slr c s n).2.eval w‖ ^ 2 = 1 := by
  induction n with
  | zero => simp [slr]
  | succ n ih =>
    exact (hardPulse_norm (h _ (by omega) le_rfl) _ hw).trans
      (ih fun i h1 h2 => h i h1 (by omega))

/-- For a train of hard pulses, `A_n(0)` is real and positive. -/
theorem slr_zero {n : ℕ} {c : ℕ → ℝ} {s : ℕ → ℂ} (h : IsPulseTrain n c s) :
    ∃ a : ℝ, 0 < a ∧ (slr c s n).1.eval 0 = (a : ℂ) := by
  induction n with
  | zero => exact ⟨1, one_pos, by simp [slr]⟩
  | succ n ih =>
    obtain ⟨a, ha, e⟩ := ih fun i h1 h2 => h i h1 (by omega)
    exact ⟨c (n + 1) * a, mul_pos (h _ (by omega) le_rfl).1 ha, by
      simp [slr, hardPulse, e]⟩

/-- The last pulse of a train of `n ≥ 1` hard pulses is read off from the constant terms:
`A_n(0) ≠ 0` and `S_n / C_n = B_n(0) / A_n(0)`. -/
theorem slr_ratio {n : ℕ} (hn : 1 ≤ n) {c : ℕ → ℝ} {s : ℕ → ℂ}
    (h : IsPulseTrain n c s) : (slr c s n).1.eval 0 ≠ 0 ∧
      s n / (c n : ℂ) = (slr c s n).2.eval 0 / (slr c s n).1.eval 0 := by
  obtain ⟨k, rfl⟩ : ∃ k, n = k + 1 := ⟨n - 1, by omega⟩
  obtain ⟨a, ha, e⟩ := slr_zero (n := k) fun i h1 h2 => h i h1 (by omega)
  have ha' : (a : ℂ) ≠ 0 := by exact_mod_cast ha.ne'
  have hc : (c (k + 1) : ℂ) ≠ 0 := by exact_mod_cast (h _ hn le_rfl).1.ne'
  have eA : (slr c s (k + 1)).1.eval 0 = c (k + 1) * a := by simp [slr, hardPulse, e]
  have eB : (slr c s (k + 1)).2.eval 0 = s (k + 1) * a := by simp [slr, hardPulse, e]
  rw [eA, eB]
  exact ⟨mul_ne_zero hc ha', (mul_div_mul_right _ _ ha').symm⟩

/-- Two trains of `n` hard pulses that give the same final pair `(A_n, B_n)` agree pulse by
pulse. -/
theorem slr_unique {n : ℕ} {c c' : ℕ → ℝ} {s s' : ℕ → ℂ} (h : IsPulseTrain n c s)
    (h' : IsPulseTrain n c' s') (e : slr c s n = slr c' s' n) :
    ∀ i, 1 ≤ i → i ≤ n → c i = c' i ∧ s i = s' i := by
  induction n with
  | zero => intro i h1 h2; omega
  | succ n ih =>
    have p := h (n + 1) (by omega) le_rfl
    have p' := h' (n + 1) (by omega) le_rfl
    have hc0 : (c (n + 1) : ℂ) ≠ 0 := by exact_mod_cast p.1.ne'
    have hc0' : (c' (n + 1) : ℂ) ≠ 0 := by exact_mod_cast p'.1.ne'
    -- equal ratios and the normalisation fix the last pulse
    have r := (slr_ratio (by omega) h).2
    rw [e, ← (slr_ratio (by omega) h').2, div_eq_div_iff hc0 hc0'] at r
    have hr := congrArg norm r
    rw [norm_mul, norm_mul, Complex.norm_real, Complex.norm_real,
      Real.norm_of_nonneg p'.1.le, Real.norm_of_nonneg p.1.le] at hr
    have hsq : c (n + 1) ^ 2 = c' (n + 1) ^ 2 := by
      linear_combination c' (n + 1) ^ 2 * p.2 - c (n + 1) ^ 2 * p'.2 -
        (‖s (n + 1)‖ * c' (n + 1) + ‖s' (n + 1)‖ * c (n + 1)) * hr
    have hc : c (n + 1) = c' (n + 1) := (sq_eq_sq₀ p.1.le p'.1.le).1 hsq
    rw [hc] at r
    have hs : s (n + 1) = s' (n + 1) := mul_right_cancel₀ hc0' r
    -- undo the last pulse on both sides
    have e' : hardPulse (c (n + 1)) (s (n + 1)) (slr c s n) =
        hardPulse (c' (n + 1)) (s' (n + 1)) (slr c' s' n) := e
    have u := hardPulse_undo p (slr c s n)
    have u' := hardPulse_undo p' (slr c' s' n)
    rw [e', hc, hs] at u
    have en : slr c s n = slr c' s' n := Prod.ext (u.1.symm.trans u'.1)
      (mul_left_cancel₀ X_ne_zero (u.2.symm.trans u'.2))
    intro i h1 h2
    rcases Nat.eq_or_lt_of_le h2 with rfl | h3
    · exact ⟨hc, hs⟩
    · exact ih (fun i h1 h2 => h i h1 (by omega)) (fun i h1 h2 => h' i h1 (by omega)) en
        i h1 (by omega)

end

end ShinnarLeRoux
```

```lean
#print axioms ShinnarLeRoux.hardPulse_norm
#print axioms ShinnarLeRoux.slr_degree
#print axioms ShinnarLeRoux.slr_norm
#print axioms ShinnarLeRoux.slr_unique
```

```
'ShinnarLeRoux.hardPulse_norm' depends on axioms: [propext, Classical.choice, Quot.sound]
'ShinnarLeRoux.slr_degree' depends on axioms: [propext, Classical.choice, Quot.sound]
'ShinnarLeRoux.slr_norm' depends on axioms: [propext, Classical.choice, Quot.sound]
'ShinnarLeRoux.slr_unique' depends on axioms: [propext, Classical.choice, Quot.sound]
```

## Reading the statements

The pulse parameters are the functions `c` and `s`, so `c j` is C_j and `s j` is S_j. Only the indices 1 to n matter, and `IsPulseTrain n c s` says that each of these pulses satisfies `IsPulse`. The capital `C` in the code is something else: it turns a complex number into a constant polynomial. The variable w is `X`, and `eval w` inserts a value for it. The pair `slr c s n` is (A_n, B_n).

`slr_degree` states the degree bound for n ≥ 1 and needs no condition on the pulses. `slr_norm` and `slr_zero` give the norm on the circle and the positive constant term, and both include the empty train. `slr_ratio` gives the ratio for n ≥ 1, together with A_n(0) ≠ 0. `slr_unique` compares two trains of the same length n and concludes that `c i = c' i` and `s i = s' i` for 1 ≤ i ≤ n.

## From the algebra to the tactics

`hardPulse_norm` splits the complex numbers into real and imaginary parts, and `ring` carries out the cancellation of cross terms. `slr_norm` applies this once per pulse by induction. `slr_degree` works with coefficients: multiplication by `X` shifts them by one place, so all coefficients from the new bound upwards vanish. `slr_zero` follows the product of the C_j, and `slr_ratio` cancels the common factor A_(n−1)(0). `slr_unique` fixes the last pulse, applies `hardPulse_undo` to both trains, cancels `X` with `mul_left_cancel₀`, and calls the induction hypothesis.

The inversion step turns on the tactic `linear_combination`. It is given a combination of known equations and checks, by ring algebra, that this combination accounts for the difference between the two sides of the goal. In `hardPulse_undo` the known equation `hC` is C² + S conj(S) = 1, written for constant polynomials. Multiplying it by `P.1` proves the first undo formula, and multiplying it by `X * P.2` proves the second. Because the check takes place in the polynomial ring, the formulas hold as identities between coefficient arrays and not only at sampled offsets. The same tactic derives C² = C′² in `slr_unique` from the two normalisations and the equality of norms.

## Rounding, target polynomials and the spin model

The theorems guarantee these identities for real and complex numbers. They give no bound on floating-point error, which deserves attention in the inverse transform: A_n(0) is the product of all the C_j, so it can be small in a long train, and the ratio divides by it.

Uniqueness says that at most one train of length n produces a given pair. It does not say which pairs are produced by some train, so a design code that starts from chosen target polynomials needs a separate argument that a train exists.

The model has no relaxation, no coupling between spins and no precession during a pulse. How well a hard-pulse train approximates a continuous waveform depends on the time step and has to be assessed separately. A pulse of exactly 180° has C_j = 0 and is excluded.
